# After n McWeeny purification steps, the occupation curve has slope (3/2)^n at occupation 1/2

McWeeny purification sends an occupation number x to 3x² − 2x³. The theorem `slope_at_half` states that, for every natural number n, the n-fold iterate of this map has derivative (3/2)^n at x = 1/2. It treats a single real variable; no density matrix or Hamiltonian enters. The attempt first proves that one step has slope 3/2 at 1/2, then applies `HasDerivAt.iterate`, the rule for differentiating an iterate at a fixed point.

The failing Lean file:

```lean
import Mathlib

open Set Filter Topology

namespace McWeenyBending

/-- One McWeeny purification step acting on an occupation number. -/
def mcweeny (x : ℝ) : ℝ := 3 * x ^ 2 - 2 * x ^ 3

/-- The slope of the occupation curve at half filling after `n` steps is `(3/2)^n`. -/
theorem slope_at_half (n : ℕ) : HasDerivAt (mcweeny^[n]) ((3 / 2) ^ n) (1 / 2) := by
  have h : HasDerivAt mcweeny (3 / 2) (1 / 2) :=
    (((hasDerivAt_pow 2 (1 / 2 : ℝ)).const_mul 3).fun_sub
      ((hasDerivAt_pow 3 (1 / 2 : ℝ)).const_mul 2)).congr_deriv (by norm_num)
  exact h.iterate (by norm_num [mcweeny]) n

end McWeenyBending
```

The compiler's answer:

```
Main.lean:15:42: error: Application type mismatch: The argument
  n
has type
  ℕ
of sort `Type` but is expected to have type
  ?m.122 ?m.121 = ?m.121
of sort `Prop` in the application
  HasDerivAt.iterate ?m.121 ?m.124 n
Main.lean:15:19: error: unsolved goals
n : ℕ
h : HasDerivAt mcweeny (3 / 2) (1 / 2)
⊢ ?m.119
```

The first message shows that `HasDerivAt.iterate` takes the point as an explicit argument, before the derivative hypothesis and the fixed-point equation. Writing `h.iterate` fills the hypothesis's place with `h`, but leaves the point to be supplied. The block `by norm_num [mcweeny]`, meant to prove the fixed-point equation, therefore landed in the point's place, and `n` landed where that equation was due. Lean rejected `n` because it is a natural number, not a proof.

The second message comes from the same shift: the `by` block was left with the goal `?m.119`, a type not yet determined, instead of the intended equation.

The repair supplies `(1 / 2)` as the point, so that the fixed-point proof and `n` fall into their proper places. Stating the equation separately as `hfix` is tidying; its proof is still `norm_num [mcweeny]`.

The change, after which it compiles:

```diff
@@ -13,5 +13,6 @@
     (((hasDerivAt_pow 2 (1 / 2 : ℝ)).const_mul 3).fun_sub
       ((hasDerivAt_pow 3 (1 / 2 : ℝ)).const_mul 2)).congr_deriv (by norm_num)
-  exact h.iterate (by norm_num [mcweeny]) n
+  have hfix : mcweeny (1 / 2) = 1 / 2 := by norm_num [mcweeny]
+  exact h.iterate (1 / 2) hfix n
 
 end McWeenyBending
```
